# An H-theorem for Pauli-blocked two-body collisions among finitely many fermion states with symmetric rates

## Does the fermionic entropy grow under the collision term, and when does it stop?

I replace the momentum integrals of the Boltzmann equation by sums over a finite set of one-particle states and treat the collision rates as given numbers. For states $a,b,c,d$ the rate $W_{ab,cd}\ge 0$ of the collision $(a,b)\leftrightarrow(c,d)$ is unchanged when I swap $a$ with $b$, $c$ with $d$, or the two pairs. I assume nothing else about it, not even energy conservation. The occupations $f_a$ lie strictly between $0$ and $1$ and follow the two-body collision term with Pauli blocking. The claim I know is that the entropy
$$S=-\sum_a\big[f_a\ln f_a+(1-f_a)\ln(1-f_a)\big]$$
has nonnegative time derivative, and that the derivative is zero exactly when $\ln\frac{f}{1-f}$ is additively conserved in every collision with positive rate. Are the three symmetries enough for both parts? I would like to see every step written out and checked in Lean.

## The three symmetries suffice at any instant where all occupations lie in $(0,1)$

### From the weak form to the sign of the production

Define the occupation factors for scattering into and out of the pair $(a,b)$,
$$G_{abcd}=(1-f_a)(1-f_b)f_cf_d,\qquad L_{abcd}=f_af_b(1-f_c)(1-f_d),$$
and let the occupations depend on time $t$ through
$$\frac{df_a}{dt}=C_a=\sum_{b,c,d}T_{abcd},\qquad T_{abcd}=W_{ab,cd}\,(G_{abcd}-L_{abcd}).$$

First, $G$ and $L$ are unchanged under $a\leftrightarrow b$ and under $c\leftrightarrow d$, while exchanging the pairs turns one into the other, $G_{cdab}=L_{abcd}$. With the symmetries of $W$ this gives $T_{bacd}=T_{abdc}=T_{abcd}$ and $T_{cdab}=-T_{abcd}$. For any real one-particle quantity $\psi_a$, renaming the summation indices yields
$$\sum\psi_aT_{abcd}=\sum\psi_bT_{abcd}=-\sum\psi_cT_{abcd}=-\sum\psi_dT_{abcd},$$
each sum running over all four indices. The average of the four equal expressions is the weak form
$$\sum_a\psi_aC_a=\tfrac14\sum_{a,b,c,d}W_{ab,cd}\,(G_{abcd}-L_{abcd})(\psi_a+\psi_b-\psi_c-\psi_d).$$
If $\psi_a+\psi_b=\psi_c+\psi_d$ whenever $W_{ab,cd}>0$, every term vanishes, through $W$ or through the last bracket, and $\sum_a\psi_aC_a=0$.

Second, differentiate one term of the entropy, writing $v=df/dt$:
$$\frac{d}{dt}\big[f\ln f+(1-f)\ln(1-f)\big]=v\ln f+v-v\ln(1-f)-v=v\ln\frac{f}{1-f}.$$
With the logit $\varphi_a=\ln\frac{f_a}{1-f_a}$ this gives $dS/dt=-\sum_a\varphi_aC_a$. The weak form with $\psi=\varphi$ turns it into $dS/dt=D$, where the entropy production is
$$D=\tfrac14\sum_{a,b,c,d}W_{ab,cd}\,(L_{abcd}-G_{abcd})\,\Delta_{abcd},\qquad \Delta_{abcd}=\varphi_a+\varphi_b-\varphi_c-\varphi_d.$$

Third, all eight factors in $L$ and $G$ are positive, so the logarithms can be split and regrouped:
$$\Delta_{abcd}=\ln\frac{f_af_b(1-f_c)(1-f_d)}{(1-f_a)(1-f_b)f_cf_d}=\ln L_{abcd}-\ln G_{abcd}.$$
For positive $x,y$ the numbers $x-y$ and $\ln x-\ln y$ have the same sign, so $(x-y)(\ln x-\ln y)\ge0$, and $x=y$ exactly when $\ln x=\ln y$. Each term of $D$ is therefore nonnegative, and $D\ge0$.

Fourth, if $D=0$ then every term is zero. Where $W_{ab,cd}>0$, either $\Delta_{abcd}=0$ directly, or $L_{abcd}=G_{abcd}$, which again means $\Delta_{abcd}=0$. Conversely, if $\Delta_{abcd}=0$ for all collisions with positive rate, then $\varphi$ is an additively conserved quantity and $D=-\sum_a\varphi_aC_a=0$. In that case $L=G$ wherever $W>0$, so every $T_{abcd}$ and every $C_a$ vanishes; and if all $C_a$ vanish then $D=-\sum_a\varphi_aC_a=0$. Zero entropy production and a vanishing collision term are thus the same condition.

### The Lean file

```lean
import Mathlib

open Finset

namespace FermionicHTheorem

noncomputable section

variable {ι : Type*}

/-- Two-body rates `W a b c d` for `(a,b) ↔ (c,d)`: nonnegative and symmetric under exchange
within the first pair, within the second pair, and of the two pairs. -/
structure IsRate (W : ι → ι → ι → ι → ℝ) : Prop where
  nonneg : ∀ a b c d, 0 ≤ W a b c d
  swap12 : ∀ a b c d, W b a c d = W a b c d
  swap34 : ∀ a b c d, W a b d c = W a b c d
  swapPairs : ∀ a b c d, W c d a b = W a b c d

/-- Pauli-blocked occupation factor for scattering from `(c,d)` into `(a,b)`. -/
def gain (f : ι → ℝ) (a b c d : ι) : ℝ := (1 - f a) * (1 - f b) * f c * f d

/-- Pauli-blocked occupation factor for scattering from `(a,b)` into `(c,d)`. -/
def loss (f : ι → ℝ) (a b c d : ι) : ℝ := f a * f b * (1 - f c) * (1 - f d)

/-- The logarithm of the occupation odds, `ln (x / (1 - x))`. -/
def logit (x : ℝ) : ℝ := Real.log (x / (1 - x))

/-- Rates equal to one for energy-conserving collisions among the levels `0, 1, 2`
and zero otherwise. -/
def ladderRate (a b c d : Fin 3) : ℝ := if a.val + b.val = c.val + d.val then 1 else 0

/-- The ladder rates have the required symmetries; the collision `(0,2) ↔ (1,1)` is allowed
and `(0,0) ↔ (1,1)` is not. -/
theorem isRate_witness :
    IsRate ladderRate ∧ ladderRate 0 2 1 1 = 1 ∧ ladderRate 0 0 1 1 = 0 := by
  refine ⟨⟨?_, ?_, ?_, ?_⟩, if_pos (by decide), if_neg (by decide)⟩
  · intro a b c d
    unfold ladderRate
    split_ifs <;> norm_num
  all_goals
    intro a b c d
    exact if_congr (by omega) rfl rfl

/-- For occupations in `(0,1)` the change of the summed logits in a collision is the
logarithm of the loss factor minus that of the gain factor. -/
theorem logit_balance (f : ι → ℝ) (hf : ∀ a, 0 < f a ∧ f a < 1) (a b c d : ι) :
    logit (f a) + logit (f b) - logit (f c) - logit (f d)
      = Real.log (loss f a b c d) - Real.log (gain f a b c d) := by
  have p : ∀ a, f a ≠ 0 := fun a => (hf a).1.ne'
  have q : ∀ a, 1 - f a ≠ 0 := fun a => (sub_pos.2 (hf a).2).ne'
  have m : ∀ x y z w : ℝ, x ≠ 0 → y ≠ 0 → z ≠ 0 → w ≠ 0 →
      Real.log (x * y * z * w) = Real.log x + Real.log y + Real.log z + Real.log w := by
    intro x y z w hx hy hz hw
    rw [Real.log_mul (mul_ne_zero (mul_ne_zero hx hy) hz) hw,
      Real.log_mul (mul_ne_zero hx hy) hz, Real.log_mul hx hy]
  unfold logit loss gain
  rw [m _ _ _ _ (p a) (p b) (q c) (q d), m _ _ _ _ (q a) (q b) (p c) (p d),
    Real.log_div (p a) (q a), Real.log_div (p b) (q b), Real.log_div (p c) (q c),
    Real.log_div (p d) (q d)]
  ring

/-- For occupations in `(0,1)`, loss minus gain times the change of summed logits is
nonnegative, and loss equals gain exactly when the summed logits are conserved. -/
theorem collision_sign (f : ι → ℝ) (hf : ∀ a, 0 < f a ∧ f a < 1) (a b c d : ι) :
    0 ≤ (loss f a b c d - gain f a b c d)
        * (logit (f a) + logit (f b) - logit (f c) - logit (f d)) ∧
    (loss f a b c d = gain f a b c d ↔
      logit (f a) + logit (f b) = logit (f c) + logit (f d)) := by
  have q : ∀ a, 0 < 1 - f a := fun a => sub_pos.2 (hf a).2
  have hl : 0 < loss f a b c d :=
    mul_pos (mul_pos (mul_pos (hf a).1 (hf b).1) (q c)) (q d)
  have hg : 0 < gain f a b c d :=
    mul_pos (mul_pos (mul_pos (q a) (q b)) (hf c).1) (hf d).1
  have hb := logit_balance f hf a b c d
  refine ⟨?_, fun h => ?_, fun h => ?_⟩
  · -- the logarithm is monotone, so both factors have the same sign
    rw [hb]
    rcases le_total (loss f a b c d) (gain f a b c d) with h | h
    · exact mul_nonneg_of_nonpos_of_nonpos (sub_nonpos.2 h)
        (sub_nonpos.2 (Real.log_le_log hl h))
    · exact mul_nonneg (sub_nonneg.2 h) (sub_nonneg.2 (Real.log_le_log hg h))
  · rw [h] at hb
    linarith
  · exact Real.log_injOn_pos (Set.mem_Ioi.2 hl) (Set.mem_Ioi.2 hg) (by linarith)

variable [Fintype ι] {W : ι → ι → ι → ι → ℝ}

/-- The fermionic two-body collision term for state `a`. -/
def collision (W : ι → ι → ι → ι → ℝ) (f : ι → ℝ) (a : ι) : ℝ :=
  ∑ b, ∑ c, ∑ d, W a b c d * (gain f a b c d - loss f a b c d)

/-- The fermionic entropy `-∑ (f ln f + (1 - f) ln (1 - f))`. -/
def entropy (f : ι → ℝ) : ℝ :=
  -∑ a, (f a * Real.log (f a) + (1 - f a) * Real.log (1 - f a))

/-- The entropy production: a quarter of the sum over collisions of rate times
(loss minus gain) times the change of summed logits. -/
def production (W : ι → ι → ι → ι → ℝ) (f : ι → ℝ) : ℝ :=
  1 / 4 * ∑ a, ∑ b, ∑ c, ∑ d, W a b c d * ((loss f a b c d - gain f a b c d)
    * (logit (f a) + logit (f b) - logit (f c) - logit (f d)))

/-- Weak form of the collision term: its moment against any one-particle quantity `ψ`
involves only the change `ψ a + ψ b - ψ c - ψ d` in each collision. -/
theorem weak_form (hW : IsRate W) (f ψ : ι → ℝ) :
    ∑ a, ψ a * collision W f a = 1 / 4 * ∑ a, ∑ b, ∑ c, ∑ d,
      W a b c d * ((gain f a b c d - loss f a b c d) * (ψ a + ψ b - ψ c - ψ d)) := by
  let T : ι × ι × ι × ι → ℝ := fun p => W p.1 p.2.1 p.2.2.1 p.2.2.2
    * (gain f p.1 p.2.1 p.2.2.1 p.2.2.2 - loss f p.1 p.2.1 p.2.2.1 p.2.2.2)
  have inv : ∀ e : ι × ι × ι × ι → ι × ι × ι × ι, Function.Involutive e →
      ∀ F G : ι × ι × ι × ι → ℝ, (∀ p, F p = G (e p)) → ∑ p, F p = ∑ p, G p :=
    fun e he F G h => Fintype.sum_bijective e he.bijective F G h
  -- relabel the collisions with the three symmetries of the rates
  have h2 := inv (fun p => (p.2.1, p.1, p.2.2.1, p.2.2.2)) (fun _ => rfl)
    (fun p => ψ p.2.1 * T p) (fun p => ψ p.1 * T p) (by
      rintro ⟨a, b, c, d⟩
      simp only [T, gain, loss]
      rw [hW.swap12 a b c d]; ring)
  have h4 := inv (fun p => (p.1, p.2.1, p.2.2.2, p.2.2.1)) (fun _ => rfl)
    (fun p => -(ψ p.2.2.2 * T p)) (fun p => -(ψ p.2.2.1 * T p)) (by
      rintro ⟨a, b, c, d⟩
      simp only [T, gain, loss]
      rw [hW.swap34 a b c d]; ring)
  have h3 := inv (fun p => (p.2.2.1, p.2.2.2, p.1, p.2.1)) (fun _ => rfl)
    (fun p => -(ψ p.2.2.1 * T p)) (fun p => ψ p.1 * T p) (by
      rintro ⟨a, b, c, d⟩
      simp only [T, gain, loss]
      rw [hW.swapPairs a b c d]; ring)
  have hL : ∑ a, ψ a * collision W f a = ∑ p : ι × ι × ι × ι, ψ p.1 * T p := by
    simp only [collision, T, Fintype.sum_prod_type, Finset.mul_sum]
  have hR : ∑ a, ∑ b, ∑ c, ∑ d,
      W a b c d * ((gain f a b c d - loss f a b c d) * (ψ a + ψ b - ψ c - ψ d))
      = ∑ p : ι × ι × ι × ι, (ψ p.1 * T p + ψ p.2.1 * T p
          + -(ψ p.2.2.1 * T p) + -(ψ p.2.2.2 * T p)) := by
    simp only [T, Fintype.sum_prod_type]
    refine sum_congr rfl fun a _ => sum_congr rfl fun b _ => sum_congr rfl fun c _ =>
      sum_congr rfl fun d _ => by ring
  rw [hL, hR, sum_add_distrib, sum_add_distrib, sum_add_distrib]
  linarith

/-- If `ψ` is additively conserved in every collision with positive rate, the moment of the
collision term against `ψ` vanishes. -/
theorem invariant_conserved (hW : IsRate W) (f ψ : ι → ℝ)
    (hψ : ∀ a b c d, 0 < W a b c d → ψ a + ψ b = ψ c + ψ d) :
    ∑ a, ψ a * collision W f a = 0 := by
  rw [weak_form hW]
  refine mul_eq_zero_of_right _ (sum_eq_zero fun a _ => sum_eq_zero fun b _ =>
    sum_eq_zero fun c _ => sum_eq_zero fun d _ => ?_)
  rcases (hW.nonneg a b c d).eq_or_lt with h | h
  · rw [← h, zero_mul]
  · rw [hψ a b c d h]; ring

/-- The entropy production is minus the moment of the collision term against the logit. -/
theorem production_eq (hW : IsRate W) (f : ι → ℝ) :
    production W f = -∑ a, logit (f a) * collision W f a := by
  rw [weak_form hW f fun a => logit (f a), production, ← mul_neg]
  congr 1
  simp only [← sum_neg_distrib]
  refine sum_congr rfl fun a _ => sum_congr rfl fun b _ => sum_congr rfl fun c _ =>
    sum_congr rfl fun d _ => by ring

/-- Chain rule for the entropy: for occupations in `(0,1)` changing at rates `v`, the entropy
changes at the rate `-∑ logit (f a) * v a`. -/
theorem entropy_hasDerivAt (f : ℝ → ι → ℝ) (v : ι → ℝ) (t : ℝ)
    (hf : ∀ a, 0 < f t a ∧ f t a < 1) (hd : ∀ a, HasDerivAt (fun s => f s a) (v a) t) :
    HasDerivAt (fun s => entropy (f s)) (-∑ a, logit (f t a) * v a) t := by
  unfold entropy
  refine HasDerivAt.fun_neg (HasDerivAt.fun_sum fun a _ => ?_)
  have p : f t a ≠ 0 := (hf a).1.ne'
  have q : 1 - f t a ≠ 0 := (sub_pos.2 (hf a).2).ne'
  have h1 := (hd a).const_sub 1
  refine (((hd a).fun_mul ((hd a).log p)).fun_add (h1.fun_mul (h1.log q))).congr_deriv ?_
  rw [logit, Real.log_div p q]
  field_simp
  ring

/-- H-theorem for fermions: along the collision dynamics with occupations in `(0,1)` the
entropy has derivative equal to the production, which is nonnegative and vanishes exactly
when the logit is additively conserved in every collision with positive rate. -/
theorem h_theorem (hW : IsRate W) (f : ℝ → ι → ℝ) (t : ℝ)
    (hf : ∀ a, 0 < f t a ∧ f t a < 1)
    (hd : ∀ a, HasDerivAt (fun s => f s a) (collision W (f t) a) t) :
    HasDerivAt (fun s => entropy (f s)) (production W (f t)) t ∧
    0 ≤ production W (f t) ∧
    (production W (f t) = 0 ↔ ∀ a b c d, 0 < W a b c d →
      logit (f t a) + logit (f t b) = logit (f t c) + logit (f t d)) := by
  have h4 := fun a b c d => mul_nonneg (hW.nonneg a b c d) (collision_sign (f t) hf a b c d).1
  have h3 := fun a b c => sum_nonneg (s := univ) fun d _ => h4 a b c d
  have h2 := fun a b => sum_nonneg (s := univ) fun c _ => h3 a b c
  have h1 := fun a => sum_nonneg (s := univ) fun b _ => h2 a b
  refine ⟨?_, mul_nonneg (by norm_num) (sum_nonneg fun a _ => h1 a), fun h a b c d hp => ?_,
    fun h => ?_⟩
  · rw [production_eq hW]
    exact entropy_hasDerivAt f _ t hf hd
  · -- a vanishing sum of nonnegative terms has all terms zero
    have z0 := (mul_eq_zero.1 h).resolve_left (by norm_num)
    have z1 := (sum_eq_zero_iff_of_nonneg fun a _ => h1 a).1 z0 a (mem_univ a)
    have z2 := (sum_eq_zero_iff_of_nonneg fun b _ => h2 a b).1 z1 b (mem_univ b)
    have z3 := (sum_eq_zero_iff_of_nonneg fun c _ => h3 a b c).1 z2 c (mem_univ c)
    have z4 := (sum_eq_zero_iff_of_nonneg fun d _ => h4 a b c d).1 z3 d (mem_univ d)
    rcases mul_eq_zero.1 ((mul_eq_zero.1 z4).resolve_left hp.ne') with e | e
    · exact (collision_sign (f t) hf a b c d).2.1 (sub_eq_zero.1 e)
    · linarith
  · rw [production_eq hW, invariant_conserved hW (f t) (fun a => logit (f t a)) h, neg_zero]

/-- Along the collision dynamics with occupations in `(0,1)`, the entropy has zero derivative
exactly when the collision term vanishes for every state. -/
theorem entropy_stationary_iff (hW : IsRate W) (f : ℝ → ι → ℝ) (t : ℝ)
    (hf : ∀ a, 0 < f t a ∧ f t a < 1)
    (hd : ∀ a, HasDerivAt (fun s => f s a) (collision W (f t) a) t) :
    deriv (fun s => entropy (f s)) t = 0 ↔ ∀ a, collision W (f t) a = 0 := by
  obtain ⟨h1, -, h3⟩ := h_theorem hW f t hf hd
  rw [h1.deriv]
  refine ⟨fun h a => ?_, fun h => by simp [production_eq hW, h]⟩
  refine sum_eq_zero fun b _ => sum_eq_zero fun c _ => sum_eq_zero fun d _ => ?_
  rcases (hW.nonneg a b c d).eq_or_lt with e | e
  · rw [← e, zero_mul]
  · rw [(collision_sign (f t) hf a b c d).2.2 (h3.1 h a b c d e), sub_self, mul_zero]

end

end FermionicHTheorem
```

```lean
#print axioms FermionicHTheorem.entropy_stationary_iff
-- 'FermionicHTheorem.entropy_stationary_iff' depends on axioms: [propext, Classical.choice, Quot.sound]
```

### What `h_theorem` and `entropy_stationary_iff` state

The states form a finite type `ι`, and `W a b c d` is $W_{ab,cd}$. The structure `IsRate` holds the four assumptions on the rates. The fields `swap12` and `swap34` express that the two incoming and the two outgoing particles are indistinguishable. The field `swapPairs` says that a collision and its inverse have the same rate once the occupation factors are taken out. It is postulated here and not derived from a Hamiltonian. The definitions `gain`, `loss`, `collision`, `logit`, `entropy` and `production` are $G$, $L$, $C$, the map $x\mapsto\ln\frac{x}{1-x}$, $S$ and $D$. The entropy is in units of Boltzmann's constant. The sums run over ordered indices, and any constant counting factor, such as $\tfrac12$ for unordered final pairs, is taken as part of $W$.

The dynamics is a function `f : ℝ → ι → ℝ`, with `f s a` the occupation of state $a$ at time $s$, and both hypotheses on it concern the single time `t`. The hypothesis `hf` says $0<f_a(t)<1$ for every $a$, which excludes completely empty and completely filled states. The hypothesis `hd` says that each $s\mapsto f_a(s)$ is differentiable at $t$ with derivative $C_a$ evaluated at $f(t)$. Under these, `h_theorem` concludes three things: $s\mapsto S(f(s))$ is differentiable at $t$ with derivative $D(f(t))$; $D(f(t))\ge0$; and $D(f(t))=0$ if and only if $\varphi_a+\varphi_b=\varphi_c+\varphi_d$ for all $a,b,c,d$ with `0 < W a b c d`. The theorem `entropy_stationary_iff` says that $dS/dt$ is zero at $t$ exactly when $C_a=0$ for every $a$. Since Lean sets $\ln 0=0$ and $x/0=0$, `logit` returns $0$ at occupations $0$ and $1$, and `hf` is what keeps those values out of the result.

The collision equation is assumed. Its product form of the occupation factors, which neglects correlations between colliding particles, is a postulate. The model has no position variable, drift or field term, and no continuum of momenta. The theorems do not show that solutions exist, that they remain in $(0,1)$, or that they converge as $t\to\infty$. Repeated indices are not excluded: `W a a c d` may be positive, which for a single fermion state would violate the exclusion principle and should then be set to zero, as `IsRate` permits. With a single state the only collision is $(a,a)\leftrightarrow(a,a)$, where $L=G$, so $D=0$ and the logit condition holds trivially.

The equality case is left as a condition on the logit. Turning it into a Fermi–Dirac distribution requires knowing that the additively conserved quantities are only the combinations of a constant and the energy, which depends on the set of allowed collisions and is not implied by `IsRate`. The example `ladderRate` has three equally spaced levels $0,1,2$ and rate $1$ when $a+b=c+d$; `isRate_witness` proves that it satisfies `IsRate`, allows $(0,2)\leftrightarrow(1,1)$ and forbids $(0,0)\leftrightarrow(1,1)$. The allowed collision uses level $1$ twice, so the levels are best read as degenerate, for instance in spin, with one common occupation. As an aside that the file does not contain: this is the only allowed collision that changes the pair, it occurs in four index orderings, so $D=(L_{0211}-G_{0211})(\varphi_0+\varphi_2-2\varphi_1)$, and $D=0$ means $f_a=1/(e^{\alpha+\beta a}+1)$ for some real constants $\alpha,\beta$.

For carrier relaxation by electron–electron scattering on a discrete grid of equally weighted states, in the spatially homogeneous model with continuous time, the result says that nonnegative rates with the three symmetries give nonnegative entropy production whatever their values, as long as all occupations lie strictly between 0 and 1.

### How the lemmas carry the four steps

`weak_form` is the first step. It collects the four indices into one tuple `p` and defines `T` as above. The auxiliary statement `inv` says that a sum over tuples is unchanged under an involution `e`, because an involution is a bijection (`Fintype.sum_bijective`). It is used three times: `h2` gives $\sum\psi_bT=\sum\psi_aT$, `h4` gives $-\sum\psi_dT=-\sum\psi_cT$, and `h3` gives $-\sum\psi_cT=\sum\psi_aT$. In each, one symmetry of `W` is rewritten and `ring` checks the behaviour of $G-L$, including the sign change under pair exchange. After `hL` and `hR` express both sides as tuple sums, `linarith` takes the average. No condition on `f` is needed, since the identity is algebraic. `invariant_conserved` splits each term into the cases $W=0$ and $W>0$. It gives $\sum_aC_a=0$ for constant $\psi$, and the corresponding statement for the energy when the rates conserve it.

The second step is divided in two. `entropy_hasDerivAt` differentiates term by term for arbitrary rates of change `v`, with the product rule `fun_mul` applied to $f\ln f$ and to $(1-f)\ln(1-f)$; `field_simp` and `ring` perform the cancellation $+v-v$. `production_eq` is the weak form at $\psi=\varphi$ with the sign moved inside, $D=-\sum_a\varphi_aC_a$.

The third step is `logit_balance` and `collision_sign`. The former expands the logarithms of the fourfold products and of the quotients to obtain $\Delta=\ln L-\ln G$. The latter distinguishes $L\le G$ from $G\le L$ and uses monotonicity, `Real.log_le_log`, for the sign of the product. For the equivalence of $L=G$ with $\Delta=0$, one direction is substitution and the other is injectivity of the logarithm on positive numbers, `Real.log_injOn_pos`.

In `h_theorem`, the facts `h4` down to `h1` establish nonnegativity of a single term and then of the sums over $d$, $c$ and $b$; summing `h1` over $a$ gives $D\ge0$. The derivative is `entropy_hasDerivAt` with $v=C$, rewritten by `production_eq`. For the fourth step, `z0` removes the factor $\tfrac14$ and `z1` to `z4` descend through the four sums with `sum_eq_zero_iff_of_nonneg` to a single vanishing term. Positivity of the rate discards the factor $W$, and the two remaining cases are $L-G=0$, handled by `collision_sign`, and $\Delta=0$. The converse is `invariant_conserved` applied to the logit. `entropy_stationary_iff` replaces the derivative by $D$, shows from $D=0$ that each summand of `collision` has $W=0$ or $L=G$, and obtains the reverse implication from `production_eq`.
